# If the nested commutators of x and y with T vanish beyond orders m and n, the (m + n)-fold one of xy is a single Leibniz term

In quantum mechanics one often takes the commutator with a fixed operator T again and again; here T, x and y are elements of an arbitrary ring, and `ad T` sends X to TX − XT. The lemma `ad_iterate_mul_top` supposes that the (m + 1)-fold nested commutator of x with T is zero, and likewise the (n + 1)-fold one of y. It concludes that the (m + n)-fold nested commutator of the product xy equals the binomial coefficient "m + n choose m" times the m-fold one of x multiplied by the n-fold one of y. The proof expands the left side by the Leibniz formula and uses `Finset.sum_eq_single` to keep only the term for the pair (m, n), since in every other term one of the factors vanishes.

The first attempt, which Lean rejects:

```lean
import Mathlib

open Finset Polynomial

namespace AdIterateMulTop

noncomputable section

variable {R : Type*} [Ring R]

/-- The commutator with `T`, that is `X ↦ T X - X T`, as an additive map. -/
def ad (T : R) : R →+ R where
  toFun X := T * X - X * T
  map_zero' := by simp
  map_add' X Y := by noncomm_ring

/-- The commutator with `T` obeys the product rule. -/
theorem ad_mul (T x y : R) : ad T (x * y) = ad T x * y + x * ad T y := by
  change T * (x * y) - x * y * T = (T * x - x * T) * y + x * (T * y - y * T)
  noncomm_ring

/-- Leibniz formula: the `n`-fold nested commutator of a product distributes over the two
factors with binomial weights. -/
theorem ad_iterate_mul (T x y : R) (n : ℕ) :
    (ad T)^[n] (x * y) =
      ∑ p ∈ antidiagonal n, n.choose p.1 • ((ad T)^[p.1] x * (ad T)^[p.2] y) := by
  induction n with
  | zero => simp
  | succ n ih =>
    rw [Finset.sum_antidiagonal_choose_succ_nsmul
      (fun i j => (ad T)^[i] x * (ad T)^[j] y) n,
      Function.iterate_succ_apply', ih, map_sum, ← Finset.sum_add_distrib]
    refine Finset.sum_congr rfl fun p hp => ?_
    rw [map_nsmul, ad_mul, Nat.choose_symm_of_eq_add (mem_antidiagonal.mp hp).symm,
      Function.iterate_succ_apply', Function.iterate_succ_apply', smul_add]
    exact add_comm _ _

/-- Once a nested commutator with `T` vanishes, all higher ones vanish. -/
theorem ad_iterate_eq_zero_of_lt (T : R) {x : R} {m k : ℕ}
    (h : (ad T)^[m + 1] x = 0) (hk : m < k) : (ad T)^[k] x = 0 := by
  obtain ⟨d, rfl⟩ := Nat.exists_eq_add_of_lt hk
  rw [show m + d + 1 = d + (m + 1) by omega, Function.iterate_add_apply, h,
    iterate_map_zero]

/-- If the nested commutators of `x` and `y` with `T` vanish beyond orders `m` and `n`, then the
`(m + n)`-fold one of `x y` equals its Leibniz term for the pair `(m, n)`. -/
theorem ad_iterate_mul_top (T : R) {x y : R} {m n : ℕ}
    (hx : (ad T)^[m + 1] x = 0) (hy : (ad T)^[n + 1] y = 0) :
    (ad T)^[m + n] (x * y) =
      (m + n).choose m • ((ad T)^[m] x * (ad T)^[n] y) := by
  rw [ad_iterate_mul]
  refine Finset.sum_eq_single (m, n) ?_ ?_
  · intro p hp hne
    have hs := mem_antidiagonal.mp hp
    rcases lt_or_ge m p.1 with h | h
    · rw [ad_iterate_eq_zero_of_lt T hx h, zero_mul, smul_zero]
    · have hn : n < p.2 := by
        by_contra hn
        exact hne (Prod.ext (show p.1 = m by omega) (show p.2 = n by omega))
      rw [ad_iterate_eq_zero_of_lt T hy hn, mul_zero, smul_zero]
  · intro h
    exact absurd (mem_antidiagonal.mpr rfl) h

end

end AdIterateMulTop
```

Compiling this gives:

```
Main.lean:62:44: error: Application type mismatch: The argument
  h
has type
  (m, n) ∉ @HasAntidiagonal.antidiagonal ℕ Nat.instAddMonoid Nat.instHasAntidiagonal (m + n)
but is expected to have type
  ?m.189 ∉ @HasAntidiagonal.antidiagonal ?m.192 ?m.186 ?m.187 (?m.189.1 + ?m.189.2)
in the application
  absurd (HasAntidiagonal.mem_antidiagonal.mpr rfl) h
```

Cause. The error is in the last step, where `h` says that `(m, n)` is not in the antidiagonal of `m + n`, and this has to be refuted. In `absurd (mem_antidiagonal.mpr rfl) h` the membership proof comes first, before `h` has said which membership is meant. With the pair still unknown, `rfl` makes the antidiagonal's index the sum of that pair's own components, which the message shows as `?m.189.1 + ?m.189.2`. The type and its instances are unknown too. Lean then fails to match this half-determined statement with the type of `h`, and reports a type mismatch.

The repair applies `h` to the membership proof instead. Now `h` fixes the pair, the index and the instances beforehand, and `rfl` has only to check that the components of `(m, n)` add up to `m + n`, which holds by computation. The result is a proof of `False`, from which `.elim` gives the goal. Writing `HasAntidiagonal.mem_antidiagonal` in full is mere tidying, for the message shows that the short name already meant that lemma.

Fix (accepted with no message):

```diff
@@ -60,5 +60,5 @@
       rw [ad_iterate_eq_zero_of_lt T hy hn, mul_zero, smul_zero]
   · intro h
-    exact absurd (mem_antidiagonal.mpr rfl) h
+    exact (h (HasAntidiagonal.mem_antidiagonal.mpr rfl)).elim
 
 end
```
